# A highest-weight vector for two coupled spins, and the length of its ladder

Take two spin-½ particles in the state up-down and apply the total lowering operator. The first step gives down-down and the second gives zero. This chain has two members, with $m=0$ and $m=-1$, and no multiplet looks like that. The starting state was a superposition of triplet and singlet, and the first lowering removed the singlet part. A lowering chain stays inside one multiplet if it starts from a nonzero $J_z$ eigenvector killed by $J_+$. The problems below check such a vector for two spins of any size and count the rungs beneath it.

## Setting

A state of spin $j$ can be written as a homogeneous polynomial of degree $2j$ in two variables, $x$ for up and $y$ for down. Two particles, labelled 0 and 1 as in Lean, need $x_0,y_0,x_1,y_1$. In the index type `Fin 2 ⊕ Fin 2`, the left summand holds the $x_i$ and the right one the $y_i$.

```lean
import Mathlib

open MvPolynomial

namespace CoupledHighestWeight

noncomputable section

/-- Complex polynomials in the spin-up variables (left) and spin-down variables (right)
of two particles, labelled 0 and 1. -/
abbrev P := MvPolynomial (Fin 2 ⊕ Fin 2) ℂ

/-- The spin-up variable of particle `i`. -/
def x (i : Fin 2) : P := X (Sum.inl i)

/-- The spin-down variable of particle `i`. -/
def y (i : Fin 2) : P := X (Sum.inr i)
```

With $\hbar=1$, the total angular momentum operators are

$$J_+=\sum_i x_i\frac{\partial}{\partial y_i},\qquad J_-=\sum_i y_i\frac{\partial}{\partial x_i},\qquad J_z=\frac12\sum_i\Big(x_i\frac{\partial}{\partial x_i}-y_i\frac{\partial}{\partial y_i}\Big).$$

The operator $N_i=x_i\,\partial/\partial x_i+y_i\,\partial/\partial y_i$ counts the quanta of particle $i$, so its eigenvalue is $2j_i$. In Lean all of these have type `Derivation ℂ P P`: complex-linear maps on polynomials that obey the Leibniz rule. `pderiv` is the partial derivative.

```lean
/-- The total raising operator `∑ x_i ∂/∂y_i`. -/
def Jplus : Derivation ℂ P P :=
  x 0 • pderiv (Sum.inr 0) + x 1 • pderiv (Sum.inr 1)

/-- The total lowering operator `∑ y_i ∂/∂x_i`. -/
def Jminus : Derivation ℂ P P :=
  y 0 • pderiv (Sum.inl 0) + y 1 • pderiv (Sum.inl 1)

/-- The total z-component `∑ (x_i ∂/∂x_i - y_i ∂/∂y_i) / 2`. -/
def Jz : Derivation ℂ P P :=
  (1 / 2 : ℂ) • ((x 0 • pderiv (Sum.inl 0) - y 0 • pderiv (Sum.inr 0)) +
    (x 1 • pderiv (Sum.inl 1) - y 1 • pderiv (Sum.inr 1)))

/-- The operator `x_i ∂/∂x_i + y_i ∂/∂y_i` counting the quanta of particle `i`. -/
def quanta (i : Fin 2) : Derivation ℂ P P :=
  x i • pderiv (Sum.inl i) + y i • pderiv (Sum.inr i)
```

The antisymmetric pair is $s=x_0y_1-y_0x_1$, and the vector to study is $v=x_0^a\,x_1^b\,s^k$ with natural numbers $a,b,k$.

```lean
/-- The antisymmetric pair `x₀ y₁ - y₀ x₁`. -/
def singlet : P := x 0 * y 1 - y 0 * x 1

/-- The coupled polynomial `x₀^a x₁^b (x₀ y₁ - y₀ x₁)^k`. -/
def coupled (a b k : ℕ) : P := x 0 ^ a * x 1 ^ b * singlet ^ k
```

## Problems

### (a) The operators on single variables

**Task.** Apply $J_+$, $J_-$ and $J_z$ to $x_i$ and $y_i$.

**Solution.** Each derivative of a variable is 1 or 0, so

$$J_+x_i=0,\quad J_+y_i=x_i,\quad J_-x_i=y_i,\quad J_-y_i=0,\quad J_zx_i=\tfrac12x_i,\quad J_zy_i=-\tfrac12y_i.$$

Lean treats the two particles separately (`fin_cases`) and evaluates the derivatives with `pderiv_X`.

```lean
/-- The action of the total angular momentum operators on the variables of one particle. -/
theorem spinor_action (i : Fin 2) :
    Jplus (x i) = 0 ∧ Jplus (y i) = x i ∧ Jminus (x i) = y i ∧ Jminus (y i) = 0 ∧
      Jz (x i) = (1 / 2 : ℂ) • x i ∧ Jz (y i) = (-(1 / 2) : ℂ) • y i := by
  fin_cases i <;>
    simp [Jplus, Jminus, Jz, x, y, pderiv_X]
```

### (b) Counting quanta

**Task.** Apply $N_i$ to the variables of particle $j$.

**Solution.** If $j=i$, the derivative removes the variable and the prefactor restores it: $N_ix_i=x_i$ and $N_iy_i=y_i$. If $j\neq i$, the derivatives vanish. The Lean proof splits into the same two cases.

```lean
/-- Each variable carries one quantum of its own particle and none of the other. -/
theorem quanta_action (i j : Fin 2) :
    quanta i (x j) = (if j = i then x j else 0) ∧
      quanta i (y j) = (if j = i then y j else 0) := by
  by_cases h : j = i
  · subst h
    simp [quanta, x, y, pderiv_X]
  · simp [quanta, x, y, pderiv_X, h]
```

### (c) The antisymmetric pair

**Task.** Show that $J_+$, $J_-$ and $J_z$ kill $s$, and that $N_is=s$.

**Solution.** By the Leibniz rule and (a),

$$J_+s=x_0x_1-x_0x_1=0,\qquad J_-s=y_0y_1-y_0y_1=0.$$

Each term of $s$ has one up and one down variable, so $J_z$ gives $\frac12-\frac12=0$. Each term also has one variable of each particle, hence $N_is=s$. In Lean, `simp only` expands by the Leibniz rule and `ring` cancels the terms.

```lean
/-- The antisymmetric pair is annihilated by all components of the total angular momentum,
and it contains one quantum of each particle. -/
theorem singlet_action :
    Jplus singlet = 0 ∧ Jminus singlet = 0 ∧ Jz singlet = 0 ∧
      ∀ i, quanta i singlet = singlet := by
  obtain ⟨p0, q0, r0, s0, t0, u0⟩ := spinor_action 0
  obtain ⟨p1, q1, r1, s1, t1, u1⟩ := spinor_action 1
  refine ⟨?_, ?_, ?_, fun i => ?_⟩
  · simp only [singlet, map_sub, Derivation.leibniz, p0, q0, p1, q1, smul_eq_mul]
    ring
  · simp only [singlet, map_sub, Derivation.leibniz, r0, s0, r1, s1, smul_eq_mul]
    ring
  · simp only [singlet, map_sub, Derivation.leibniz, t0, u0, t1, u1, smul_eq_mul,
      MvPolynomial.smul_eq_C_mul, map_neg]
    ring
  · simp only [singlet, map_sub, Derivation.leibniz, (quanta_action i _).1,
      (quanta_action i _).2, smul_eq_mul]
    fin_cases i <;> simp
    ring
```

### (d) Eigenvalues add

**Task.** Let $D$ be a derivation with $Dx_0=\alpha x_0$, $Dx_1=\beta x_1$ and $Ds=\gamma s$. Find $Dv$.

**Solution.** If $Df=cf$ and $Dg=dg$, then

$$D(fg)=f\,Dg+g\,Df=(c+d)fg.$$

By induction $Df^n=nc\,f^n$, starting from $D1=0$. Therefore $Dv=(a\alpha+b\beta+k\gamma)v$. The product rule is `hmul` in the code, and the power rule is `hpow`.

The hypothesis on $s$ is needed. Take $D=x_0\,\partial/\partial x_0$, for which $x_0$ and $x_1$ are eigenvectors with eigenvalues 1 and 0. Then $Ds=x_0y_1$, which is not a multiple of $s$, and the conclusion fails already for $a=b=0$, $k=1$.

```lean
/-- If a derivation has the two spin-up variables and the antisymmetric pair as eigenvectors,
with eigenvalues `α`, `β` and `γ`, then the coupled polynomial is an eigenvector with
eigenvalue `a α + b β + k γ`. -/
theorem coupled_eigen (D : Derivation ℂ P P) {α β γ : ℂ} (h0 : D (x 0) = α • x 0)
    (h1 : D (x 1) = β • x 1) (hs : D singlet = γ • singlet) (a b k : ℕ) :
    D (coupled a b k) = (a * α + b * β + k * γ) • coupled a b k := by
  -- eigenvalues add over products, by the Leibniz rule
  have hmul : ∀ (f g : P) (c d : ℂ), D f = c • f → D g = d • g →
      D (f * g) = (c + d) • (f * g) := by
    intro f g c d hf hg
    rw [D.leibniz, hf, hg]
    simp only [smul_eq_mul, MvPolynomial.smul_eq_C_mul, map_add]
    ring
  have hpow : ∀ (f : P) (c : ℂ), D f = c • f → ∀ n : ℕ, D (f ^ n) = (n * c) • f ^ n := by
    intro f c hf n
    induction n with
    | zero => simp
    | succ n ih =>
      rw [pow_succ, hmul _ _ _ _ ih hf]
      congr 1
      push_cast
      ring
  exact hmul _ _ _ _ (hmul _ _ _ _ (hpow _ _ h0 a) (hpow _ _ h1 b)) (hpow _ _ hs k)
```

### (e) The highest-weight vector

**Task.** Show that $v\neq0$, $J_+v=0$ and $J_zv=\frac{a+b}{2}v$, and find the quanta of each particle.

**Solution.** Put the eigenvalues into (d):

| operator | $\alpha$ | $\beta$ | $\gamma$ | eigenvalue on $v$ |
|---|---|---|---|---|
| $J_+$ | 0 | 0 | 0 | 0 |
| $J_z$ | ½ | ½ | 0 | $(a+b)/2$ |
| $N_0$ | 1 | 0 | 1 | $a+k$ |
| $N_1$ | 0 | 1 | 1 | $b+k$ |

At $x_0=x_1=1$, $y_0=0$, $y_1=1$ we have $s=1$ and so $v=1$; hence $v$ is not the zero polynomial. Lean evaluates at the same point.

In the usual labels, $j_0=(a+k)/2$, $j_1=(b+k)/2$ and total spin $J=(a+b)/2$.

A slip is easy in the formal statement. If $(a+b)/2$ is computed in the natural numbers and converted afterwards, it is rounded down, and $a=1$, $b=0$ gives 0 where ½ is meant. Writing `((a : ℂ) + b) / 2` makes the division complex.

```lean
/-- The coupled polynomial is nonzero, is killed by the raising operator, has `Jz` eigenvalue
`(a + b) / 2`, and contains `a + k` and `b + k` quanta of the two particles. -/
theorem coupled_highest_weight (a b k : ℕ) :
    coupled a b k ≠ 0 ∧ Jplus (coupled a b k) = 0 ∧
      Jz (coupled a b k) = (((a : ℂ) + b) / 2) • coupled a b k ∧
      quanta 0 (coupled a b k) = ((a : ℂ) + k) • coupled a b k ∧
      quanta 1 (coupled a b k) = ((b : ℂ) + k) • coupled a b k := by
  obtain ⟨sp, _, sz, sq⟩ := singlet_action
  refine ⟨fun h => ?_, ?_, ?_, ?_, ?_⟩
  · -- the polynomial takes the value 1 at x = (1, 1), y = (0, 1)
    have h' := congrArg (eval (Sum.elim ![(1 : ℂ), 1] ![0, 1])) h
    simp [coupled, singlet, x, y] at h'
  · have h := coupled_eigen Jplus (α := 0) (β := 0) (γ := 0)
      (by simp [(spinor_action 0).1]) (by simp [(spinor_action 1).1]) (by simp [sp]) a b k
    simpa using h
  · rw [coupled_eigen Jz (γ := 0) (spinor_action 0).2.2.2.2.1
      (spinor_action 1).2.2.2.2.1 (by simp [sz]) a b k]
    congr 1
    ring
  · rw [coupled_eigen (quanta 0) (α := 1) (β := 0) (γ := 1)
      (by simp [(quanta_action 0 0).1]) (by simp [(quanta_action 0 1).1])
      (by simp [sq 0]) a b k]
    congr 1
    ring
  · rw [coupled_eigen (quanta 1) (α := 0) (β := 1) (γ := 1)
      (by simp [(quanta_action 1 0).1]) (by simp [(quanta_action 1 1).1])
      (by simp [sq 1]) a b k]
    congr 1
    ring
```

### (f) Commutators

**Task.** Verify $[J_+,J_-]=2J_z$ and $[J_z,J_-]=-J_-$ on all polynomials.

**Solution.** The commutator of two derivations is a derivation, and a derivation is fixed by its values on the variables. From (a),

$$[J_+,J_-]x_i=J_+y_i=x_i,\qquad [J_+,J_-]y_i=-J_-x_i=-y_i,$$

which are $2J_zx_i$ and $2J_zy_i$. Likewise

$$[J_z,J_-]x_i=-\tfrac12y_i-\tfrac12y_i=-J_-x_i,\qquad [J_z,J_-]y_i=0=-J_-y_i.$$

The reduction to variables is `MvPolynomial.derivation_ext`.

```lean
/-- The commutation relations `[J₊, J₋] = 2 Jz` and `[Jz, J₋] = -J₋` on all polynomials. -/
theorem commutators (p : P) :
    Jplus (Jminus p) - Jminus (Jplus p) = (2 : ℂ) • Jz p ∧
      Jz (Jminus p) - Jminus (Jz p) = -Jminus p := by
  -- both sides are derivations, so the variables decide
  have h1 : ⁅Jplus, Jminus⁆ = (2 : ℂ) • Jz := by
    refine MvPolynomial.derivation_ext fun i => ?_
    rcases i with i | i
    · change ⁅Jplus, Jminus⁆ (x i) = ((2 : ℂ) • Jz) (x i)
      obtain ⟨p, q, r, s, t, u⟩ := spinor_action i
      rw [Derivation.commutator_apply, Derivation.smul_apply, r, p, q, t, map_zero]
      module
    · change ⁅Jplus, Jminus⁆ (y i) = ((2 : ℂ) • Jz) (y i)
      obtain ⟨p, q, r, s, t, u⟩ := spinor_action i
      rw [Derivation.commutator_apply, Derivation.smul_apply, s, q, r, u, map_zero]
      module
  have h2 : ⁅Jz, Jminus⁆ = -Jminus := by
    refine MvPolynomial.derivation_ext fun i => ?_
    rcases i with i | i
    · change ⁅Jz, Jminus⁆ (x i) = (-Jminus) (x i)
      obtain ⟨p, q, r, s, t, u⟩ := spinor_action i
      rw [Derivation.commutator_apply, Derivation.neg_apply, t, Derivation.map_smul, r, u]
      module
    · change ⁅Jz, Jminus⁆ (y i) = (-Jminus) (y i)
      obtain ⟨p, q, r, s, t, u⟩ := spinor_action i
      rw [Derivation.commutator_apply, Derivation.neg_apply, u, Derivation.map_smul, s, map_zero]
      module
  constructor
  · rw [← Derivation.commutator_apply, h1, Derivation.smul_apply]
  · rw [← Derivation.commutator_apply, h2, Derivation.neg_apply]
```

### (g) Up and down the ladder

**Task.** Let $v_n=J_-^nv$. Find $J_zv_n$ and $J_+v_{n+1}$.

**Solution.** The claim is

$$J_zv_n=\Big(\frac{a+b}2-n\Big)v_n,\qquad J_+v_{n+1}=(n+1)(a+b-n)\,v_n.$$

For $n=0$ the first equation is (e), and the second is $J_+J_-v=J_-J_+v+2J_zv=(a+b)v$. For the step, $J_zv_{n+1}=J_-J_zv_n-J_-v_n$ lowers the eigenvalue by one, and

$$J_+v_{n+2}=J_-J_+v_{n+1}+2J_zv_{n+1}=\big[(n+1)(a+b-n)+(a+b-2n-2)\big]v_{n+1}.$$

The bracket equals $(n+2)(a+b-n-1)$. Lean writes $J_-^n$ as the iterate `(⇑Jminus)^[n]`, and `module` does the coefficient algebra. These equations also hold where $v_n=0$, so they do not yet say how long the ladder is.

```lean
/-- `Jz` multiplies the `n` times lowered coupled polynomial (possibly zero) by
`(a + b) / 2 - n`, and raising the `n + 1` times lowered one returns the `n` times lowered one
with the factor `(n + 1) (a + b - n)`. -/
theorem ladder (a b k n : ℕ) :
    Jz ((⇑Jminus)^[n] (coupled a b k)) =
        (((a : ℂ) + b) / 2 - n) • (⇑Jminus)^[n] (coupled a b k) ∧
      Jplus ((⇑Jminus)^[n + 1] (coupled a b k)) =
        (((n : ℂ) + 1) * (a + b - n)) • (⇑Jminus)^[n] (coupled a b k) := by
  obtain ⟨_, hp, hz, _, _⟩ := coupled_highest_weight a b k
  induction n with
  | zero =>
    simp only [Function.iterate_succ_apply', Function.iterate_zero_apply, Nat.cast_zero]
    refine ⟨by rw [hz, sub_zero], ?_⟩
    rw [sub_eq_iff_eq_add.mp (commutators (coupled a b k)).1, hp, hz, map_zero]
    module
  | succ n ih =>
    obtain ⟨iz, ip⟩ := ih
    simp only [Function.iterate_succ_apply'] at ip ⊢
    set w := (⇑Jminus)^[n] (coupled a b k)
    have hz' : Jz (Jminus w) = (((a : ℂ) + b) / 2 - (n + 1)) • Jminus w := by
      rw [sub_eq_iff_eq_add.mp (commutators w).2, iz, Derivation.map_smul]
      module
    push_cast
    refine ⟨hz', ?_⟩
    rw [sub_eq_iff_eq_add.mp (commutators (Jminus w)).1, ip, hz', Derivation.map_smul]
    module
```

### (h) Lowering a product

**Task.** For any polynomial $p$, compute $J_-^{n+1}(x_ip)$.

**Solution.** Since $J_-x_i=y_i$ and $J_-y_i=0$, the factor $x_i$ can be flipped at most once, in any of the $n+1$ lowerings:

$$J_-^{n+1}(x_ip)=x_i\,J_-^{n+1}p+(n+1)\,y_i\,J_-^np.$$

For $n=0$ this is the Leibniz rule. Applying $J_-$ once more produces one extra $y_iJ_-^{n+1}p$, which turns $n+1$ into $n+2$. The Lean induction is the same.

```lean
/-- Repeated lowering of a product with a spin-up variable: the variable is either left alone
or flipped once. -/
theorem lower_mul (i : Fin 2) (p : P) (n : ℕ) :
    (⇑Jminus)^[n + 1] (x i * p) =
      x i * (⇑Jminus)^[n + 1] p + ((n : P) + 1) * (y i * (⇑Jminus)^[n] p) := by
  obtain ⟨_, _, r, s, _, _⟩ := spinor_action i
  induction n with
  | zero =>
    simp only [Function.iterate_succ_apply', Function.iterate_zero_apply, Nat.cast_zero,
      Derivation.leibniz, r, smul_eq_mul]
    ring
  | succ n ih =>
    rw [Function.iterate_succ_apply', ih]
    simp only [Function.iterate_succ_apply', map_add, Derivation.leibniz, r, s,
      Derivation.map_natCast, Derivation.map_one_eq_zero, smul_eq_mul]
    push_cast
    ring
```

### (i) Where the ladder ends

**Task.** Show that $J_-^nv=0$ exactly when $n>a+b$.

**Solution.** Suppose $v_{m+1}=0$ with $m+1\le a+b$. By (g), $0=(m+1)(a+b-m)v_m$. Both factors are nonzero, so $v_m=0$. Repeating this leads down to $v_0=v=0$, which contradicts (e). Hence $v_0,\dots,v_{a+b}$ are all nonzero; this is `hne` in the code.

Conversely, if $J_-^mp=0$, then (h) gives $J_-^{m+1}(x_ip)=0$: each factor $x_i$ costs at most one more lowering (`step`). Start from $J_-s^k=0$ and attach $b$ factors $x_1$ and $a$ factors $x_0$. This gives $J_-^{a+b+1}v=0$, and further lowerings keep it zero. The ladder has $a+b+1=2J+1$ nonzero rungs.

```lean
/-- Lowering the coupled polynomial `n` times gives zero exactly when `n` exceeds `a + b`. -/
theorem ladder_terminates_iff (a b k n : ℕ) :
    (⇑Jminus)^[n] (coupled a b k) = 0 ↔ a + b < n := by
  constructor
  · -- a vanishing rung would force the one above it to vanish
    intro h
    by_contra hn
    have hne : ∀ m : ℕ, m ≤ a + b → (⇑Jminus)^[m] (coupled a b k) ≠ 0 := by
      intro m
      induction m with
      | zero => exact fun _ => (coupled_highest_weight a b k).1
      | succ m ih =>
        intro hm h0
        have r := (ladder a b k m).2
        rw [h0, map_zero] at r
        rcases smul_eq_zero.mp r.symm with h1 | h1
        · rcases mul_eq_zero.mp h1 with h2 | h2
          · exact Nat.cast_add_one_ne_zero m h2
          · have h3 : ((a + b : ℕ) : ℂ) = (m : ℂ) := by
              push_cast
              linear_combination h2
            have h4 : a + b = m := Nat.cast_injective h3
            omega
        · exact ih (by omega) h1
    exact hne n (by omega) h
  · intro hn
    -- each spin-up factor lengthens the ladder by at most one rung
    have step : ∀ (i : Fin 2) (p : P) (m c : ℕ), (⇑Jminus)^[m] p = 0 →
        (⇑Jminus)^[m + c] (x i ^ c * p) = 0 := by
      intro i p m c hp
      induction c with
      | zero => simpa using hp
      | succ c ih =>
        have e : x i ^ (c + 1) * p = x i * (x i ^ c * p) := by ring
        rw [e, ← add_assoc, lower_mul, Function.iterate_succ_apply', ih, map_zero]
        ring
    have hs : (⇑Jminus)^[1] (singlet ^ k) = 0 := by
      simp [Derivation.leibniz_pow, singlet_action.2.1]
    have h := step 0 _ _ a (step 1 _ _ b hs)
    obtain ⟨m, rfl⟩ : ∃ m, n = m + (1 + b + a) := ⟨n - (1 + b + a), by omega⟩
    rw [Function.iterate_add_apply, coupled, mul_assoc, h]
    exact iterate_map_zero Jminus m

end

end CoupledHighestWeight
```

```lean
#print axioms CoupledHighestWeight.coupled_highest_weight
-- 'CoupledHighestWeight.coupled_highest_weight' depends on axioms: [propext, Classical.choice, Quot.sound]
#print axioms CoupledHighestWeight.ladder_terminates_iff
-- 'CoupledHighestWeight.ladder_terminates_iff' depends on axioms: [propext, Classical.choice, Quot.sound]
```

## In a calculation

The vector $v$ is a starting point for a table of Clebsch–Gordan coefficients: expand it, normalise it, then lower. The Lean file contains no inner product, so the normalisation is added here by hand. The monomial $x_i^py_i^q$ stands for $\sqrt{p!\,q!}$ times a unit vector.

For spin 1 with spin ½ coupled to $J=\frac12$, take $a=1$, $b=0$, $k=1$. Then $v=x_0^2y_1-x_0y_0x_1$ has norm $\sqrt3$, and the unit vector is

$$\sqrt{\tfrac23}\,|1,1\rangle|\tfrac12,-\tfrac12\rangle-\sqrt{\tfrac13}\,|1,0\rangle|\tfrac12,\tfrac12\rangle.$$

Between unit rungs $n$ and $n+1$, the lowering factor is $\sqrt{(n+1)(a+b-n)}$, the square root of the factor in (g). A program can stop lowering after $a+b$ steps, with no need to test a floating-point vector for zero.
